# With an invertible value matrix and L j ≠ j′ at every site, the kink matrix L − S is singular exactly when P − B is

In a muffin-tin picture with finitely many sites, envelope functions have boundary values n − jB and radial slopes n′ − j′B, where n, j, n′, j′ are diagonal matrices of real numbers and B is a real square matrix. The slope matrix S = (n′ − j′B)(n − jB)⁻¹ turns the values into the slopes, and the diagonal matrix L holds prescribed logarithmic derivatives. If n − jB is invertible and L j − j′ is nonzero at every site, the lemma says that det(L − S) = 0 exactly when det(P − B) = 0, where P is diagonal with entries (L n − n′)/(L j − j′). The attempt proves the matrix identity (L − S)(n − jB) = (L j − j′)(P − B) entry by entry, then takes determinants and uses that the two outer factors have nonzero determinant.

An attempt in Lean 4 with a fault in it:

```lean
import Mathlib

open Matrix

namespace MuffinTinSlopeMatrix

noncomputable section

variable {ι : Type*} [Fintype ι] [DecidableEq ι]

/-- The matrix `f - g B` of boundary data of the envelope functions: `f` belongs to the irregular
radial functions, `g` to the regular ones, and `-B` holds the expansion coefficients. -/
def boundaryData (f g : ι → ℝ) (B : Matrix ι ι ℝ) : Matrix ι ι ℝ :=
  diagonal f - diagonal g * B

/-- The slope matrix `S = (n' - j' B) (n - j B)⁻¹`. -/
def slopeMatrix (n j n' j' : ι → ℝ) (B : Matrix ι ι ℝ) : Matrix ι ι ℝ :=
  boundaryData n' j' B * (boundaryData n j B)⁻¹

/-- If the value matrix is invertible, the slope matrix turns the boundary values of the envelope
functions into their radial slopes. -/
theorem slopeMatrix_mul_values (n j n' j' : ι → ℝ) (B : Matrix ι ι ℝ)
    (hX : IsUnit (boundaryData n j B).det) :
    slopeMatrix n j n' j' B * boundaryData n j B = boundaryData n' j' B := by
  rw [slopeMatrix, Matrix.mul_assoc, Matrix.nonsing_inv_mul _ hX, Matrix.mul_one]

/-- For an invertible value matrix and logarithmic derivatives `L` with `L j ≠ j'` at every site,
the kink matrix `L - S` is singular exactly when `P - B` is, where `P = (L n - n') / (L j - j')`. -/
theorem kink_cancellation_iff (n j n' j' L : ι → ℝ) (B : Matrix ι ι ℝ)
    (hd : ∀ i, L i * j i - j' i ≠ 0) (hX : IsUnit (boundaryData n j B).det) :
    (diagonal L - slopeMatrix n j n' j' B).det = 0 ↔
      (diagonal (fun i => (L i * n i - n' i) / (L i * j i - j' i)) - B).det = 0 := by
  have hK : (diagonal L - slopeMatrix n j n' j' B) * boundaryData n j B
      = diagonal (fun i => L i * j i - j' i)
        * (diagonal (fun i => (L i * n i - n' i) / (L i * j i - j' i)) - B) := by
    rw [Matrix.sub_mul, slopeMatrix_mul_values n j n' j' B hX]
    ext p q
    simp only [boundaryData, Matrix.sub_apply, Matrix.diagonal_mul]
    by_cases hpq : p = q
    · subst hpq
      simp only [Matrix.diagonal_apply_eq]
      have hP : (L p * j p - j' p) * ((L p * n p - n' p) / (L p * j p - j' p))
          = L p * n p - n' p := by
        have h0 := hd p
        field_simp
      rw [mul_sub, hP]
      ring
    · simp only [Matrix.diagonal_apply_ne _ hpq]
      ring
  -- compare determinants; the two outer factors do not vanish
  have h := congrArg Matrix.det hK
  rw [Matrix.det_mul, Matrix.det_mul, Matrix.det_diagonal] at h
  have hprod : ∏ i, (L i * j i - j' i) ≠ 0 := Finset.prod_ne_zero_iff.2 (fun i _ => hd i)
  constructor
  · intro h0
    rw [h0, zero_mul] at h
    exact (mul_eq_zero.1 h.symm).resolve_left hprod
  · intro h0
    rw [h0, mul_zero] at h
    exact (mul_eq_zero.1 h).resolve_right hX.ne_zero

end

end MuffinTinSlopeMatrix
```

Messages:

```
Main.lean:46:19: error: Tactic `rewrite` failed: Did not find an occurrence of the pattern
  (L p * j p - j' p) * ((L p * n p - n' p) / (L p * j p - j' p))
in the target expression
  L p * n p - L p * (j p * B p p) - (n' p - j' p * B p p) =
    (L p * j p - j' p) * ((L p * n p - n' p) / (L p * j p - j' p) - B p p)

case pos
ι : Type u_1
inst✝¹ : Fintype ι
inst✝ : DecidableEq ι
n j n' j' L : ι → ℝ
B : Matrix ι ι ℝ
hd : ∀ (i : ι), L i * j i - j' i ≠ 0
hX : IsUnit (boundaryData n j B).det
p : ι
hP : (L p * j p - j' p) * ((L p * n p - n' p) / (L p * j p - j' p)) = L p * n p - n' p
⊢ L p * n p - L p * (j p * B p p) - (n' p - j' p * B p p) =
    (L p * j p - j' p) * ((L p * n p - n' p) / (L p * j p - j' p) - B p p)

Note: The target expression is not type-correct under the `implicit` transparency level, which may have triggered the failure. This is usually caused by unfolding of semireducible definitions in prior tactic steps. Use `set_option linter.tacticCheckInstances true` to investigate the source of the issue.
Full error:
  function expected
    B p
```

Diagnosis. The error is in the diagonal entries of the matrix identity. `rw [mul_sub, hP]` was meant to expand the product on the right, so that `hP` could replace its first term. But `mul_sub` matched a product on the left first, `L p * (n p - j p * B p p)`, and expanded that one. The right side stayed factored, as the printed target shows, so the left side of `hP` did not occur in it and the second rewrite failed.

Lean's note says that a type-correctness problem with `B p` may have triggered the failure, but the missing product is enough to explain it.

The repair replaces the rewrite and the `ring` after it with `linear_combination (-1 : ℝ) * hP`. The difference between the two sides of the goal is −1 times the difference between the two sides of `hP`, which `linear_combination` checks by ring algebra. It therefore doesn't matter which product is expanded first, and no separate `ring` is needed.

After these edits no error is left:

```diff
@@ -44,6 +44,5 @@
         have h0 := hd p
         field_simp
-      rw [mul_sub, hP]
-      ring
+      linear_combination (-1 : ℝ) * hP
     · simp only [Matrix.diagonal_apply_ne _ hpq]
       ring
```
